# The magnetic interaction vector q × (M × q) is the part of M perpendicular to the unit vector q

Let $\boldsymbol\kappa \neq 0$ be the scattering vector in a magnetic neutron scattering experiment and $\mathbf q = \boldsymbol\kappa/|\boldsymbol\kappa|$ its direction. The Fourier component of the magnetisation at $\boldsymbol\kappa$ is a vector $\mathbf M$ with three complex components. Components are numbered $0, 1, 2$, as in Lean. The dot product is bilinear, $\mathbf q\cdot\mathbf M = \sum_a q_a M_a$, with no complex conjugation; since $\mathbf q$ is real, this agrees with the Hermitian inner product of $\mathbf q$ and $\mathbf M$. The squared norm is Hermitian, $|\mathbf M|^2 = \sum_a |M_a|^2$.

```lean
import Mathlib

open Matrix ComplexConjugate

namespace MagneticNeutronScattering

noncomputable section
```

The file loads Mathlib and opens the notation for matrices, vectors and complex conjugation. In what follows `⬝ᵥ` is the bilinear dot product, `⨯₃` the cross product in three dimensions, and `•` multiplication of a vector by a scalar.

```lean
/-- A real direction regarded as a vector with complex components. -/
def toComplex (q : Fin 3 → ℝ) : Fin 3 → ℂ := fun a => (q a : ℂ)
```

A real vector has type `Fin 3 → ℝ`, a function from the three indices to the reals. Lean keeps real and complex vectors apart, so `toComplex` turns $\mathbf q$ into a complex vector with the same components.

```lean
/-- The magnetic interaction vector `q × (M × q)` for scattering direction `q` and
magnetisation Fourier component `M`. -/
def magPerp (q : Fin 3 → ℝ) (M : Fin 3 → ℂ) : Fin 3 → ℂ :=
  toComplex q ⨯₃ (M ⨯₃ toComplex q)
```

This is the magnetic interaction vector, $\mathbf M_\perp = \mathbf q\times(\mathbf M\times\mathbf q)$. The definition accepts any real $\mathbf q$; theorems about a single direction that need unit length state it as the hypothesis `hq : q ⬝ᵥ q = 1`, and in the last theorem it is part of the hypothesis that three directions are orthonormal.

```lean
/-- The squared Hermitian norm of a complex vector, the sum of `|M_a|²`. -/
def strength (M : Fin 3 → ℂ) : ℝ := ∑ a, Complex.normSq (M a)
```

`Complex.normSq z` is $|z|^2$ as a real number, so `strength M` is $|\mathbf M|^2$. For elastic magnetic scattering of unpolarised neutrons from a static magnetisation, in the single-scattering approximation, the intensity is proportional to `strength (magPerp q M)`. The scattering law itself is not derived here: the file takes the vector $\mathbf M_\perp$ as given and works out its algebra.

## Removing the longitudinal component

```lean
/-- For a unit vector `q`, the interaction vector is `M` with its component along `q`
removed. -/
theorem magPerp_eq (q : Fin 3 → ℝ) (M : Fin 3 → ℂ) (hq : q ⬝ᵥ q = 1) :
    magPerp q M = M - (toComplex q ⬝ᵥ M) • toComplex q := by
  have h : q 0 * q 0 + q 1 * q 1 + q 2 * q 2 = 1 := by
    simpa [dotProduct, Fin.sum_univ_three] using hq
  have hc : (q 0 : ℂ) * q 0 + q 1 * q 1 + q 2 * q 2 = 1 := by exact_mod_cast h
  -- each component is the identity q × (M × q) = (q·q) M - (q·M) q
  ext i
  fin_cases i
  · simp [magPerp, toComplex, cross_apply, dotProduct, Fin.sum_univ_three]
    linear_combination M 0 * hc
  · simp [magPerp, toComplex, cross_apply, dotProduct, Fin.sum_univ_three]
    linear_combination M 1 * hc
  · simp [magPerp, toComplex, cross_apply, dotProduct, Fin.sum_univ_three]
    linear_combination M 2 * hc
```

In the theorems of this file, the objects and hypotheses stand in brackets after the name, and the first colon outside brackets introduces the claim. Here the claim is
$$\mathbf q\times(\mathbf M\times\mathbf q) = \mathbf M - (\mathbf q\cdot\mathbf M)\,\mathbf q \qquad\text{if } \mathbf q\cdot\mathbf q = 1.$$

By hand, component 0 of the left side is
$$q_1(M_0q_1 - M_1q_0) - q_2(M_2q_0 - M_0q_2) = (q_1^2+q_2^2)M_0 - q_0(q_1M_1+q_2M_2).$$
Adding and subtracting $q_0^2M_0$ gives $(\mathbf q\cdot\mathbf q)M_0 - (\mathbf q\cdot\mathbf M)q_0$, and unit length finishes the component. The other two follow by cyclic permutation.

The proof first writes the unit-length condition in components, as `h` over the reals and `hc` over the complex numbers. Then `ext i` reduces equality of vectors to equality of components, `fin_cases i` separates the three cases, and `simp` expands the products.

The device that closes each case, and returns in the later norm calculations, is `linear_combination`. One supplies known equations with coefficients. Lean subtracts that combination from the goal and checks, by the rules of commutative algebra, that nothing remains. For component 0, left side minus right side is $M_0(\mathbf q\cdot\mathbf q - 1)$, which is exactly $M_0$ times the equation `hc`. Hence the instruction `linear_combination M 0 * hc`. The physicist's part is to find the coefficient; the expansion is left to the machine.

```lean
/-- The interaction vector is perpendicular to the scattering direction. -/
theorem magPerp_transverse (q : Fin 3 → ℝ) (M : Fin 3 → ℂ) :
    toComplex q ⬝ᵥ magPerp q M = 0 :=
  dot_self_cross _ _
```

The interaction vector is transverse: $\mathbf q\cdot\mathbf M_\perp = 0$. With $\mathbf N = \mathbf M\times\mathbf q$,
$$\mathbf q\cdot(\mathbf q\times\mathbf N) = q_0(q_1N_2-q_2N_1)+q_1(q_2N_0-q_0N_2)+q_2(q_0N_1-q_1N_0) = 0,$$
because the terms cancel in pairs. Unit length is not needed, and the proof is a single Mathlib lemma, `dot_self_cross`.

## The squared norm and the tensor form

```lean
/-- The squared modulus of `q·M` in terms of the real and imaginary parts of `M`. -/
lemma normSq_dot (q : Fin 3 → ℝ) (M : Fin 3 → ℂ) :
    Complex.normSq (toComplex q ⬝ᵥ M) =
      (q 0 * (M 0).re + q 1 * (M 1).re + q 2 * (M 2).re) ^ 2 +
      (q 0 * (M 0).im + q 1 * (M 1).im + q 2 * (M 2).im) ^ 2 := by
  simp [toComplex, dotProduct, Fin.sum_univ_three, Complex.normSq_apply]
  ring
```

Write $M_a = x_a + i y_a$ with real $x_a, y_a$. Since $\mathbf q$ is real, $\mathbf q\cdot\mathbf M = \sum_a q_ax_a + i\sum_a q_ay_a$, and therefore
$$|\mathbf q\cdot\mathbf M|^2 = \Big(\sum_a q_ax_a\Big)^2 + \Big(\sum_a q_ay_a\Big)^2.$$
This lemma lets the following norm calculations run over real numbers.

```lean
/-- The squared norm of the interaction vector is `|M|² - |q·M|²`. -/
theorem strength_magPerp (q : Fin 3 → ℝ) (M : Fin 3 → ℂ) (hq : q ⬝ᵥ q = 1) :
    strength (magPerp q M) = strength M - Complex.normSq (toComplex q ⬝ᵥ M) := by
  have h : q 0 * q 0 + q 1 * q 1 + q 2 * q 2 = 1 := by
    simpa [dotProduct, Fin.sum_univ_three] using hq
  rw [magPerp_eq q M hq, normSq_dot]
  simp [strength, toComplex, dotProduct, Fin.sum_univ_three, Complex.normSq_apply]
  linear_combination
    ((q 0 * (M 0).re + q 1 * (M 1).re + q 2 * (M 2).re) ^ 2 +
      (q 0 * (M 0).im + q 1 * (M 1).im + q 2 * (M 2).im) ^ 2) * h
```

The claim is $|\mathbf M_\perp|^2 = |\mathbf M|^2 - |\mathbf q\cdot\mathbf M|^2$. Put $s = \mathbf q\cdot\mathbf M$. Then
$$\sum_a|M_a - s q_a|^2 = |\mathbf M|^2 - 2\,\mathrm{Re}\Big(\bar s\sum_a q_aM_a\Big) + |s|^2\,\mathbf q\cdot\mathbf q = |\mathbf M|^2 - 2|s|^2 + |s|^2.$$
Lean substitutes the formulas `magPerp_eq` and `normSq_dot` with `rw` and expands in real and imaginary parts. The two sides then differ by $|s|^2(\mathbf q\cdot\mathbf q-1)$, so the coefficient given to `linear_combination` is $|s|^2$ written out.

```lean
/-- The squared norm of the interaction vector is the sum over Cartesian components of
`(δ_ab - q_a q_b) conj(M_a) M_b`. -/
theorem strength_magPerp_eq_sum (q : Fin 3 → ℝ) (M : Fin 3 → ℂ) (hq : q ⬝ᵥ q = 1) :
    (strength (magPerp q M) : ℂ) =
      ∑ a, ∑ b, ((if a = b then 1 else 0) - (q a : ℂ) * q b) * conj (M a) * M b := by
  rw [strength_magPerp q M hq, normSq_dot]
  -- compare real and imaginary parts
  apply Complex.ext
  · rw [Complex.ofReal_re]
    simp [strength, Fin.sum_univ_three, Complex.normSq_apply]
    ring
  · rw [Complex.ofReal_im]
    simp [Fin.sum_univ_three]
    ring
```

In ordinary notation,
$$|\mathbf M_\perp|^2 = \sum_{a,b}(\delta_{ab}-q_aq_b)\,\overline{M_a}\,M_b.$$
The Kronecker delta appears as `if a = b then 1 else 0`. By hand, the delta term gives $|\mathbf M|^2$, and the other factorises into $\big(\sum_a q_a\overline{M_a}\big)\big(\sum_b q_bM_b\big) = \bar s s = |s|^2$, which brings back the previous theorem.

The double sum is a complex expression, so the real number on the left is embedded in $\mathbb C$. `Complex.ext` splits the equation into real and imaginary parts. The imaginary part of the sum vanishes because the terms $(a,b)$ and $(b,a)$ are complex conjugates of each other.

## When the signal vanishes and when it is complete

```lean
/-- The squared norm of the interaction vector vanishes exactly when `M` is a complex
multiple of the scattering direction. -/
theorem strength_magPerp_eq_zero_iff (q : Fin 3 → ℝ) (M : Fin 3 → ℂ) (hq : q ⬝ᵥ q = 1) :
    strength (magPerp q M) = 0 ↔ ∃ c : ℂ, M = c • toComplex q := by
  constructor
  · intro h
    -- a vanishing sum of squares forces every component to vanish
    have h0 : magPerp q M = 0 := by
      funext a
      have ha := (Finset.sum_eq_zero_iff_of_nonneg
        (fun b _ => Complex.normSq_nonneg (magPerp q M b))).mp h a (Finset.mem_univ a)
      exact Complex.normSq_eq_zero.mp ha
    rw [magPerp_eq q M hq] at h0
    exact ⟨toComplex q ⬝ᵥ M, sub_eq_zero.mp h0⟩
  · rintro ⟨c, rfl⟩
    -- the inner cross product is already zero
    have h : (c • toComplex q) ⨯₃ toComplex q = 0 := by
      rw [map_smul, LinearMap.smul_apply, cross_self, smul_zero]
    unfold magPerp
    rw [h, map_zero]
    simp [strength]
```

The symbol `↔` means "if and only if": $|\mathbf M_\perp|^2 = 0$ exactly when $\mathbf M = c\,\mathbf q$ for some complex $c$. The case $\mathbf M = 0$ is included, with $c = 0$.

Forwards, a sum of non-negative terms that vanishes has only vanishing terms, so $\mathbf M_\perp = 0$. The first theorem turns this into $\mathbf M = (\mathbf q\cdot\mathbf M)\,\mathbf q$, which supplies $c = \mathbf q\cdot\mathbf M$. Backwards, $\mathbf M\times\mathbf q = c\,\mathbf q\times\mathbf q = 0$. In the proof, `constructor` separates the two directions, and `rintro ⟨c, rfl⟩` takes the given $c$ and replaces $\mathbf M$ by $c\,\mathbf q$ throughout.

In the static, single-scattering model, a magnetic reflection is therefore absent when its Fourier component points along the scattering vector, even though the magnetisation is not zero.

```lean
/-- The interaction vector keeps the full squared norm of `M` exactly when `M` has no
component along the scattering direction. -/
theorem strength_magPerp_eq_full_iff (q : Fin 3 → ℝ) (M : Fin 3 → ℂ) (hq : q ⬝ᵥ q = 1) :
    strength (magPerp q M) = strength M ↔ toComplex q ⬝ᵥ M = 0 := by
  rw [strength_magPerp q M hq, sub_eq_self, Complex.normSq_eq_zero]
```

At the other extreme, $|\mathbf M_\perp|^2 = |\mathbf M|^2$ exactly when $\mathbf q\cdot\mathbf M = 0$. By the norm formula, equality means $|\mathbf q\cdot\mathbf M|^2 = 0$, and a complex number with zero modulus is zero. The three rewriting steps follow this argument.

## Three orthogonal scattering directions

```lean
/-- For three mutually orthogonal unit scattering directions, the rows of `Q`, the squared
norms of the interaction vectors of a fixed `M` add up to `2 |M|²`. -/
theorem sum_strength_orthonormal_triad (Q : Matrix (Fin 3) (Fin 3) ℝ) (hQ : Q * Qᵀ = 1)
    (M : Fin 3 → ℂ) :
    ∑ k, strength (magPerp (Q k) M) = 2 * strength M := by
  have hu : ∀ k, Q k ⬝ᵥ Q k = 1 := by
    intro k
    have h := congrFun (congrFun hQ k) k
    rw [Matrix.one_apply_eq] at h
    exact h
  -- completeness of the three directions
  have hQ' : Qᵀ * Q = 1 := mul_eq_one_comm.mp hQ
  have c : ∀ a b, Q 0 a * Q 0 b + Q 1 a * Q 1 b + Q 2 a * Q 2 b =
      if a = b then 1 else 0 := by
    intro a b
    have h := congrFun (congrFun hQ' a) b
    rw [Matrix.mul_apply, Fin.sum_univ_three, Matrix.one_apply] at h
    exact h
  have c00 := (c 0 0).trans (if_pos rfl)
  have c11 := (c 1 1).trans (if_pos rfl)
  have c22 := (c 2 2).trans (if_pos rfl)
  have c01 := (c 0 1).trans (if_neg (by decide))
  have c02 := (c 0 2).trans (if_neg (by decide))
  have c12 := (c 1 2).trans (if_neg (by decide))
  -- hence the longitudinal parts add up to the full squared norm
  have hsum : Complex.normSq (toComplex (Q 0) ⬝ᵥ M) + Complex.normSq (toComplex (Q 1) ⬝ᵥ M)
      + Complex.normSq (toComplex (Q 2) ⬝ᵥ M) = strength M := by
    rw [normSq_dot, normSq_dot, normSq_dot, strength, Fin.sum_univ_three,
      Complex.normSq_apply, Complex.normSq_apply, Complex.normSq_apply]
    linear_combination
      ((M 0).re ^ 2 + (M 0).im ^ 2) * c00 + ((M 1).re ^ 2 + (M 1).im ^ 2) * c11 +
      ((M 2).re ^ 2 + (M 2).im ^ 2) * c22 +
      2 * ((M 0).re * (M 1).re + (M 0).im * (M 1).im) * c01 +
      2 * ((M 0).re * (M 2).re + (M 0).im * (M 2).im) * c02 +
      2 * ((M 1).re * (M 2).re + (M 1).im * (M 2).im) * c12
  rw [Fin.sum_univ_three, strength_magPerp _ M (hu 0), strength_magPerp _ M (hu 1),
    strength_magPerp _ M (hu 2)]
  linarith

end

end MagneticNeutronScattering
```

The rows of the real matrix $Q$ are three scattering directions $\mathbf q_k$, with components $Q_{ka}$; in Lean, `Q k` is row $k$. The hypothesis $QQ^{\mathsf T} = 1$ says that they are orthonormal. The claim is
$$\sum_k |\mathbf q_k\times(\mathbf M\times\mathbf q_k)|^2 = 2|\mathbf M|^2.$$

For a square matrix, $QQ^{\mathsf T}=1$ implies $Q^{\mathsf T}Q=1$, that is, the completeness relation $\sum_k Q_{ka}Q_{kb} = \delta_{ab}$. Hence
$$\sum_k|\mathbf q_k\cdot\mathbf M|^2 = \sum_{a,b}\Big(\sum_kQ_{ka}Q_{kb}\Big)\overline{M_a}M_b = |\mathbf M|^2,$$
and the norm formula, summed over $k$, gives $3|\mathbf M|^2 - |\mathbf M|^2 = 2|\mathbf M|^2$.

In the proof, `hu` extracts the unit length of each row, `mul_eq_one_comm` exchanges the order of the matrix product, and `c00` to `c12` are the six independent completeness relations. `hsum` combines them with coefficients quadratic in the components of $\mathbf M$, and `linarith` does the final subtraction.

The mean over the three directions is $\tfrac23|\mathbf M|^2$, the same factor that an average over all directions gives. The theorem holds $\mathbf M$ fixed while the direction changes; in a real sample the Fourier component generally varies with the scattering vector. In a program that computes neutron intensities, the formulas can be used to test the step from a given $\mathbf M$ to $|\mathbf M_\perp|^2$; they do not test how $\mathbf M$ itself was obtained.

```lean
#print axioms MagneticNeutronScattering.strength_magPerp_eq_sum
#print axioms MagneticNeutronScattering.strength_magPerp_eq_zero_iff
#print axioms MagneticNeutronScattering.strength_magPerp_eq_full_iff
#print axioms MagneticNeutronScattering.sum_strength_orthonormal_triad
```

```
'MagneticNeutronScattering.strength_magPerp_eq_sum' depends on axioms: [propext, Classical.choice, Quot.sound]
'MagneticNeutronScattering.strength_magPerp_eq_zero_iff' depends on axioms: [propext, Classical.choice, Quot.sound]
'MagneticNeutronScattering.strength_magPerp_eq_full_iff' depends on axioms: [propext, Classical.choice, Quot.sound]
'MagneticNeutronScattering.sum_strength_orthonormal_triad' depends on axioms: [propext, Classical.choice, Quot.sound]
```
